# Geometric bound on repeated application of a nonnegative kernel to a positive vector

If one application of a nonnegative kernel to a strictly positive vector gives at most `q` times that vector in every component, then `k` applications give at most `q ^ k` times it. In mathematical terms, `X` is a real square matrix over a finite index set with nonnegative entries, `u` has strictly positive entries, and `X u ≤ q u` componentwise implies `X ^ k u ≤ q ^ k u` for every natural number `k`. The vector needs no normalisation, the matrix need not be symmetric, and `q` is not assumed to be less than one. The proof is by induction on `k`: it applies `X` to the bound for `X ^ k u`, which preserves the inequality because the entries of `X` are nonnegative, and then uses the one-step bound multiplied by `q ^ k`, having first shown that `q` is nonnegative.

An attempt in Lean 4 with a fault in it:

```lean
import Mathlib

open Matrix

namespace PowMulVecLe

variable {n : Type*} [Fintype n]

/-- A matrix with nonnegative entries maps nonnegative vectors to nonnegative vectors. -/
theorem mulVec_nonneg {X : Matrix n n ℝ} (hX : ∀ i j, 0 ≤ X i j) {v : n → ℝ}
    (hv : ∀ i, 0 ≤ v i) (i : n) : 0 ≤ (X *ᵥ v) i := by
  simp only [Matrix.mulVec, dotProduct]
  exact Finset.sum_nonneg fun j _ => mul_nonneg (hX i j) (hv j)

variable [DecidableEq n]

/-- If a nonnegative kernel shrinks a strictly positive vector `u` at least by the factor `q`,
then its `k`-th power shrinks `u` at least by `q ^ k`. -/
theorem pow_mulVec_le {X : Matrix n n ℝ} (hX : ∀ i j, 0 ≤ X i j) {u : n → ℝ}
    (hu : ∀ i, 0 < u i) {q : ℝ} (hq : ∀ i, (X *ᵥ u) i ≤ q * u i) (k : ℕ) :
    ∀ i, (X ^ k *ᵥ u) i ≤ q ^ k * u i := by
  induction k with
  | zero => intro i; simp
  | succ k ih =>
    intro i
    -- the rate is nonnegative because `X u` is
    have hq0 : 0 ≤ q := by
      by_contra h
      have h1 := mul_neg_of_neg_of_pos (not_le.1 h) (hu i)
      have h2 := mulVec_nonneg hX (fun j => (hu j).le) i
      linarith [hq i]
    have h1 : (X *ᵥ (X ^ k *ᵥ u)) i ≤ q ^ k * (X *ᵥ u) i := by
      simp only [Matrix.mulVec, dotProduct] at ih ⊢
      rw [Finset.mul_sum]
      refine Finset.sum_le_sum fun j _ => ?_
      have h2 := mul_le_mul_of_nonneg_left (ih j) (hX i j)
      linarith
    have h3 := mul_le_mul_of_nonneg_left (hq i) (pow_nonneg hq0 k)
    rw [pow_succ', ← Matrix.mulVec_mulVec]
    calc (X *ᵥ (X ^ k *ᵥ u)) i ≤ q ^ k * (X *ᵥ u) i := h1
      _ ≤ q ^ k * (q * u i) := h3
      _ = q * q ^ k * u i := by ring

end PowMulVecLe
```

The compiler's answer:

```
Main.lean:24:14: error: unsolved goals
case succ.calc.step
n : Type u_1
inst✝¹ : Fintype n
inst✝ : DecidableEq n
X : Matrix n n ℝ
hX : ∀ (i j : n), 0 ≤ X i j
u : n → ℝ
hu : ∀ (i : n), 0 < u i
q : ℝ
hq : ∀ (i : n), (X *ᵥ u) i ≤ q * u i
k : ℕ
ih : ∀ (i : n), (X ^ k *ᵥ u) i ≤ q ^ k * u i
i : n
hq0 : 0 ≤ q
h1 : (X *ᵥ X ^ k *ᵥ u) i ≤ q ^ k * (X *ᵥ u) i
h3 : q ^ k * (X *ᵥ u) i ≤ q ^ k * (q * u i)
⊢ q * q ^ k * u i ≤ q ^ (k + 1) * u i
```

The message reports one goal left open in the successor case: `q * q ^ k * u i ≤ q ^ (k + 1) * u i`. The inequality is true, since the two sides are equal, but nothing in the proof closes it.

The mismatch comes from `rw [pow_succ', ← Matrix.mulVec_mulVec]`. The first power that `pow_succ'` meets in the goal is the matrix power `X ^ (k + 1)`. This fixes the base as `X`, so the rewrite turns that power into `X * X ^ k` and leaves the scalar power `q ^ (k + 1)` on the right as it was. The `calc` chain, however, ends at `q * q ^ k * u i`, as if the scalar power had been rewritten too. Lean accepts the chain as far as it goes and leaves the step from its endpoint to the goal's right-hand side as the unsolved `calc.step`.

The diff changes the chain's last expression to `q ^ (k + 1) * u i`, which is exactly the right-hand side of the goal. `ring` proves the new last equality, from `q ^ k * (q * u i)`, and no further step remains.

The repair, with which the file compiles:

```diff
@@ -40,5 +40,5 @@
     calc (X *ᵥ (X ^ k *ᵥ u)) i ≤ q ^ k * (X *ᵥ u) i := h1
       _ ≤ q ^ k * (q * u i) := h3
-      _ = q * q ^ k * u i := by ring
+      _ = q ^ (k + 1) * u i := by ring
 
 end PowMulVecLe
```
